# With a fully polarized equilibrium, Bloch relaxation keeps the Bloch ball inside itself exactly when $T_2\le 2T_1$

Take a spin 1/2 whose equilibrium is the pole $z=1$, and tilt its polarization slightly away from that pole: $z=1-s$ and $x^2=s(2-s)$, a vector of unit length. Let it relax for a time $t>0$ with longitudinal and transverse times $T_1,T_2>0$, and write $b=e^{-t/T_1}$ and $A=(e^{-t/T_2})^2$. Then the squared transverse length becomes $A\,s(2-s)$ and $z$ becomes $1-sb$, so the squared length is

$$1+2s(A-b)+s^2(b^2-A).$$

In the limit of small $s$ the linear term decides, unless $A=b$. If $A>b$, which means $T_2>2T_1$, the vector becomes longer than one, and no spin state has such a polarization.

## The ball and the Bloch equations

In Lean 4 with Mathlib:

```lean
import Mathlib

open Set

namespace BlochRelaxation

noncomputable section
```

This loads the mathematical library Mathlib and opens a namespace for the names that follow.

```lean
/-- The Bloch ball: pairs of a complex transverse polarization `x + i y` and a longitudinal
polarization `z` whose total length is at most one. -/
def blochBall : Set (ℂ × ℝ) := {v | ‖v.1‖ ^ 2 + v.2 ^ 2 ≤ 1}
```

A state is a pair `v`: `v.1` is the complex transverse polarization $m=x+iy$ and `v.2` is $z$. The ball $|m|^2+z^2\le1$ contains exactly the polarizations of spin-1/2 density matrices $\rho=\tfrac12(1+x\sigma_x+y\sigma_y+z\sigma_z)$, where $x,y,z$ are the expectation values of the Pauli matrices.

```lean
/-- Free evolution for a time `t` with relaxation times `T1`, `T2`, resonance offset `ω` and
equilibrium polarization `p`. -/
def relax (T1 T2 ω p t : ℝ) (v : ℂ × ℝ) : ℂ × ℝ :=
  (v.1 * Complex.exp (-(((1 / T2 : ℝ) : ℂ) + (ω : ℂ) * Complex.I) * (t : ℂ)),
    p + (v.2 - p) * Real.exp (-t / T1))
```

In ordinary notation,

$$m\mapsto m\,e^{-(1/T_2+i\omega)t},\qquad z\mapsto p+(z-p)e^{-t/T_1}.$$

Here $\omega$ is the resonance offset, whose sign convention is fixed by this formula, and $p$ is the equilibrium polarization. The relaxation times are constant parameters, not derived from a microscopic model, and there is no driving field.

```lean
/-- The transverse polarization obeys the Bloch equation `dm/dt = -(1/T2 + i ω) m`. -/
theorem transverse_bloch_equation (T1 T2 ω p t : ℝ) (v : ℂ × ℝ) :
    HasDerivAt (fun s : ℝ => (relax T1 T2 ω p s v).1)
      (-(((1 / T2 : ℝ) : ℂ) + (ω : ℂ) * Complex.I) * (relax T1 T2 ω p t v).1) t := by
  have h : HasDerivAt
      (fun s : ℝ => -(((1 / T2 : ℝ) : ℂ) + (ω : ℂ) * Complex.I) * (s : ℂ))
      (-(((1 / T2 : ℝ) : ℂ) + (ω : ℂ) * Complex.I) * ((1 : ℝ) : ℂ)) t :=
    (hasDerivAt_id t).ofReal_comp.const_mul _
  have h2 := h.cexp.const_mul v.1
  refine h2.congr_deriv ?_
  simp only [relax, Complex.ofReal_one]
  ring
```

`HasDerivAt f f' t` says that $f$ has derivative $f'$ at $t$. The statement is $\dot m=-(1/T_2+i\omega)m$, and the proof differentiates the exponential by the chain rule.

```lean
/-- The longitudinal polarization obeys the Bloch equation `dz/dt = -(z - p)/T1`. -/
theorem longitudinal_bloch_equation (T1 T2 ω p t : ℝ) (v : ℂ × ℝ) :
    HasDerivAt (fun s : ℝ => (relax T1 T2 ω p s v).2)
      (-((relax T1 T2 ω p t v).2 - p) / T1) t := by
  have h : HasDerivAt (fun s : ℝ => -s / T1) (-1 / T1) t :=
    (hasDerivAt_id t).fun_neg.div_const T1
  have h2 := (h.exp.const_mul (v.2 - p)).const_add p
  refine h2.congr_deriv ?_
  simp only [relax]
  ring
```

Likewise $\dot z=-(z-p)/T_1$. The map therefore solves the Bloch equations for free evolution.

## Comparing the two decays

```lean
/-- The squared transverse length is multiplied by `exp(-t/T2)²`, whatever the offset. -/
theorem transverse_norm_sq (T1 T2 ω p t : ℝ) (v : ℂ × ℝ) :
    ‖(relax T1 T2 ω p t v).1‖ ^ 2 = ‖v.1‖ ^ 2 * Real.exp (-t / T2) ^ 2 := by
  have hre : (-(((1 / T2 : ℝ) : ℂ) + (ω : ℂ) * Complex.I) * (t : ℂ)).re = -t / T2 := by
    simp only [Complex.mul_re, Complex.neg_re, Complex.add_re, Complex.ofReal_re,
      Complex.ofReal_im, Complex.I_re, Complex.I_im]
    ring
  unfold relax
  rw [norm_mul, Complex.norm_exp, hre, mul_pow]
```

Since $|e^w|=e^{\operatorname{Re}w}$ and the exponent has real part $-t/T_2$, we get $|m(t)|^2=A|m|^2$. The offset only rotates $m$.

```lean
/-- At any positive time, the square of the transverse decay factor is at most the longitudinal
decay factor exactly when `T2 ≤ 2 T1`. -/
theorem decay_factors_iff {T1 T2 t : ℝ} (h1 : 0 < T1) (h2 : 0 < T2) (ht : 0 < t) :
    Real.exp (-t / T2) ^ 2 ≤ Real.exp (-t / T1) ↔ T2 ≤ 2 * T1 := by
  rw [sq, ← Real.exp_add, Real.exp_le_exp]
  have key : -t / T1 - (-t / T2 + -t / T2) = t * (2 * T1 - T2) / (T1 * T2) := by
    field_simp
    ring
  constructor
  · intro h
    by_contra hc
    have hneg : t * (2 * T1 - T2) / (T1 * T2) < 0 :=
      div_neg_of_neg_of_pos
        (mul_neg_of_pos_of_neg ht (by linarith [not_le.mp hc])) (mul_pos h1 h2)
    linarith
  · intro h
    have hpos : 0 ≤ t * (2 * T1 - T2) / (T1 * T2) :=
      div_nonneg (mul_nonneg ht.le (by linarith)) (mul_pos h1 h2).le
    linarith
```

The exponential is increasing, so $A\le b$ means $-2t/T_2\le-t/T_1$. The identity `key` writes the difference as

$$-\frac{t}{T_1}+\frac{2t}{T_2}=\frac{t(2T_1-T_2)}{T_1T_2},$$

which is nonnegative exactly when $T_2\le2T_1$.

```lean
/-- A decay factor `exp(-t/T)` with positive `t` and `T` is at most one. -/
theorem decay_le_one {T t : ℝ} (hT : 0 < T) (ht : 0 < t) : Real.exp (-t / T) ≤ 1 := by
  apply Real.exp_le_one_iff.mpr
  have h := div_pos ht hT
  rw [neg_div]
  linarith
```

For positive $t$ and $T$ the exponent is negative, so $e^{-t/T}\le1$.

## Staying inside

```lean
/-- If `T2 ≤ 2 T1`, relaxation towards any equilibrium polarization `|p| ≤ 1` keeps the Bloch
ball inside itself. -/
theorem ball_preserved {T1 T2 t p : ℝ} (ω : ℝ) (h1 : 0 < T1) (h2 : 0 < T2) (ht : 0 < t)
    (hp : |p| ≤ 1) (hT : T2 ≤ 2 * T1) :
    MapsTo (relax T1 T2 ω p t) blochBall blochBall := by
  intro v hv
  have hv' : ‖v.1‖ ^ 2 + v.2 ^ 2 ≤ 1 := hv
  change ‖(relax T1 T2 ω p t v).1‖ ^ 2 + (p + (v.2 - p) * Real.exp (-t / T1)) ^ 2 ≤ 1
  rw [transverse_norm_sq]
  have hab := (decay_factors_iff h1 h2 ht).mpr hT
  have hb0 := (Real.exp_pos (-t / T1)).le
  have hb1 : 0 ≤ 1 - Real.exp (-t / T1) := by linarith [decay_le_one h1 ht]
  have hp2 : p ^ 2 ≤ 1 := (sq_le_one_iff_abs_le_one p).mpr hp
  generalize Real.exp (-t / T1) = b at *
  have e1 := mul_le_mul_of_nonneg_left hab (sq_nonneg ‖v.1‖)
  -- convexity of the square along the mixture of `p` and `z`
  have e2 : (p + (v.2 - p) * b) ^ 2 ≤ (1 - b) * p ^ 2 + b * v.2 ^ 2 := by
    have h := mul_nonneg (mul_nonneg hb0 hb1) (sq_nonneg (v.2 - p))
    linarith [show (1 - b) * p ^ 2 + b * v.2 ^ 2 - (p + (v.2 - p) * b) ^ 2
      = b * (1 - b) * (v.2 - p) ^ 2 by ring]
  have e3 := mul_le_mul_of_nonneg_left hp2 hb1
  have e4 := mul_le_mul_of_nonneg_left hv' hb0
  linarith [show b * (‖v.1‖ ^ 2 + v.2 ^ 2) = ‖v.1‖ ^ 2 * b + b * v.2 ^ 2 by ring]
```

`MapsTo f S S` says that $f$ sends every point of $S$ into $S$. The new $z$ is the mixture $(1-b)p+bz$, and

$$\big((1-b)p+bz\big)^2=(1-b)p^2+bz^2-b(1-b)(z-p)^2.$$

Dropping the last term gives `e2`. With $A\le b$ (`e1`), $p^2\le1$ (`e3`) and $|m|^2+z^2\le1$ (`e4`), the new squared length is at most

$$(1-b)p^2+b(|m|^2+z^2)\le(1-b)+b=1.$$

The final `linarith` adds these inequalities.

## Leaving the ball

```lean
/-- If `T2 > 2 T1` and the equilibrium is fully polarized, then at every positive time some
Bloch vector of unit length has been carried out of the Bloch ball. -/
theorem pure_state_escapes {T1 T2 t : ℝ} (ω : ℝ) (h1 : 0 < T1) (h2 : 0 < T2) (ht : 0 < t)
    (hT : 2 * T1 < T2) :
    ∃ v : ℂ × ℝ, ‖v.1‖ ^ 2 + v.2 ^ 2 = 1 ∧ relax T1 T2 ω 1 t v ∉ blochBall := by
  have hab : Real.exp (-t / T1) < Real.exp (-t / T2) ^ 2 :=
    not_le.mp fun h => not_le_of_gt hT ((decay_factors_iff h1 h2 ht).mp h)
  have hb := Real.exp_pos (-t / T1)
  have hA := hb.trans hab
  -- tilt the vector slightly away from the equilibrium pole
  obtain ⟨s, hs⟩ : ∃ s : ℝ,
      s * Real.exp (-t / T2) ^ 2 = Real.exp (-t / T2) ^ 2 - Real.exp (-t / T1) :=
    ⟨_, div_mul_cancel₀ _ hA.ne'⟩
  have hs0 : 0 < s := by
    by_contra hc
    nlinarith [mul_nonneg (sub_nonneg.mpr (not_lt.mp hc)) hA.le]
  have hs1 : s < 1 := by
    by_contra hc
    nlinarith [mul_nonneg (sub_nonneg.mpr (not_lt.mp hc)) hA.le]
  have hx : ‖((Real.sqrt (s * (2 - s)) : ℝ) : ℂ)‖ ^ 2 = s * (2 - s) := by
    rw [Complex.norm_real, Real.norm_eq_abs, sq_abs,
      Real.sq_sqrt (mul_nonneg hs0.le (by linarith))]
  refine ⟨(((Real.sqrt (s * (2 - s)) : ℝ) : ℂ), 1 - s), ?_, ?_⟩
  · change ‖((Real.sqrt (s * (2 - s)) : ℝ) : ℂ)‖ ^ 2 + (1 - s) ^ 2 = 1
    rw [hx]
    ring
  · intro h
    change ‖(relax T1 T2 ω 1 t (((Real.sqrt (s * (2 - s)) : ℝ) : ℂ), 1 - s)).1‖ ^ 2
      + (1 + ((1 - s) - 1) * Real.exp (-t / T1)) ^ 2 ≤ 1 at h
    rw [transverse_norm_sq, hx] at h
    generalize Real.exp (-t / T2) ^ 2 = A at *
    generalize Real.exp (-t / T1) = b at *
    -- the excess of the squared length over one is strictly positive
    have e : s * (2 - s) * A + (1 + ((1 - s) - 1) * b) ^ 2 - 1
        = s * ((A - b) + s * b ^ 2) := by
      linear_combination (-s) * hs
    have hpos : 0 < s * ((A - b) + s * b ^ 2) :=
      mul_pos hs0 (add_pos (sub_pos.mpr hab) (mul_pos hs0 (pow_pos hb 2)))
    linarith
```

For each $t>0$ there is a unit vector, which may depend on $t$, that ends outside the ball. The proof uses the tilted vector of the opening with $s=(A-b)/A$. Since $A>b>0$, we have $0<s<1$. Substituting $sA=A-b$, the excess of the squared length over one is

$$s(2-s)A+(1-sb)^2-1=s\big[(A-b)+sb^2\big]>0.$$

This is the identity `e`, which `linear_combination` checks from `hs`.

For numbers, take $T_2=4T_1$ and $t=2T_1\ln2$. Then $b=1/4$, $A=1/2$ and $s=1/2$, so the initial vector has $z=1/2$ and $x^2=3/4$. Afterwards $z=7/8$ and $|m|^2=3/8$, with squared length $49/64+24/64=73/64$.

```lean
/-- For a fully polarized equilibrium, relaxation over any fixed positive time maps the Bloch
ball into itself if and only if `T2 ≤ 2 T1`. -/
theorem ball_preserved_iff {T1 T2 t : ℝ} (ω : ℝ) (h1 : 0 < T1) (h2 : 0 < T2) (ht : 0 < t) :
    MapsTo (relax T1 T2 ω 1 t) blochBall blochBall ↔ T2 ≤ 2 * T1 := by
  constructor
  · intro h
    by_contra hc
    obtain ⟨v, hv, hout⟩ := pure_state_escapes ω h1 h2 ht (not_le.mp hc)
    exact hout (h (show ‖v.1‖ ^ 2 + v.2 ^ 2 ≤ 1 from hv.le))
  · exact ball_preserved ω h1 h2 ht (by norm_num)
```

One direction is `ball_preserved` at $p=1$; the other assumes $T_2>2T_1$ and contradicts preservation with the escaping vector. A single positive time suffices to test the bound. The value $p=1$ stands for the zero-temperature limit, in which the spin settles into its ground state. In a simulation of one spin 1/2 with this relaxation law and equilibrium, $T_2>2T_1$ therefore turns some valid initial states into unit-trace Hermitian matrices with a negative eigenvalue, which are not density matrices.

```lean
/-- For an unpolarized equilibrium, relaxation maps the Bloch ball into itself for all positive
`T1` and `T2`. -/
theorem unpolarized_ball_preserved {T1 T2 t : ℝ} (ω : ℝ) (h1 : 0 < T1) (h2 : 0 < T2)
    (ht : 0 < t) : MapsTo (relax T1 T2 ω 0 t) blochBall blochBall := by
  intro v hv
  have hv' : ‖v.1‖ ^ 2 + v.2 ^ 2 ≤ 1 := hv
  change ‖(relax T1 T2 ω 0 t v).1‖ ^ 2 + (0 + (v.2 - 0) * Real.exp (-t / T1)) ^ 2 ≤ 1
  rw [transverse_norm_sq, zero_add, sub_zero, mul_pow]
  have e1 := mul_le_mul_of_nonneg_left
    (pow_le_one₀ (n := 2) (Real.exp_pos (-t / T2)).le (decay_le_one h2 ht)) (sq_nonneg ‖v.1‖)
  have e2 := mul_le_mul_of_nonneg_left
    (pow_le_one₀ (n := 2) (Real.exp_pos (-t / T1)).le (decay_le_one h1 ht)) (sq_nonneg v.2)
  linarith

end

end BlochRelaxation
```

At $p=0$, the infinite-temperature limit, both components only shrink:

$$A|m|^2+b^2z^2\le|m|^2+z^2\le1.$$

Preservation of the ball then places no bound on $T_2/T_1$. It only says that states of the single spin stay states. Complete positivity, which also protects states entangled with another system, is a stronger demand that is not treated here. If it is to hold for every $t>0$, and not just for one fixed time, then $T_2\le2T_1$ is necessary even at $p=0$. For intermediate polarizations, $0<|p|<1$, the theorems show that $T_2\le2T_1$ is sufficient and leave open whether it is necessary.

```lean
#print axioms BlochRelaxation.longitudinal_bloch_equation
#print axioms BlochRelaxation.ball_preserved
#print axioms BlochRelaxation.ball_preserved_iff
#print axioms BlochRelaxation.unpolarized_ball_preserved
```

```
'BlochRelaxation.longitudinal_bloch_equation' depends on axioms: [propext, Classical.choice, Quot.sound]
'BlochRelaxation.ball_preserved' depends on axioms: [propext, Classical.choice, Quot.sound]
'BlochRelaxation.ball_preserved_iff' depends on axioms: [propext, Classical.choice, Quot.sound]
'BlochRelaxation.unpolarized_ball_preserved' depends on axioms: [propext, Classical.choice, Quot.sound]
```
